# Bethe's mass subtraction leaves a logarithmic cutoff dependence for finitely many states

For a bound electron coupled to finitely many intermediate states, all with positive excitation energy, the dipole self-energy grows at most linearly with the photon cutoff. Subtracting the self-energy of a free electron with the same total velocity strength leaves a shift that grows at most logarithmically. Both rates are found below. Since squared matrix elements are never negative, neither rate vanishes as long as at least one state is coupled.

## Bound and free self-energies

An atomic electron emits and reabsorbs photons, which shifts its level. Part of this shift is already contained in the observed electron mass, so Bethe subtracts what a free electron would have.

Let $k$ be the photon energy, $K$ its cutoff, and $m$ an intermediate state with velocity strength $w_m$ (the squared velocity matrix element) and excitation energy $D_m$, usually written $E_m-E_n$, where $n$ is the level whose shift is sought. The constant $C$ stands for the coupling of the charge to the radiation field. Write

$$I_D(K)=\int_0^K\Bigl(1-\frac{k}{k+D}\Bigr)dk,\qquad J_D(K)=\int_0^K\frac{k}{k+D}\,dk .$$

In Lean the states form a finite type `ι`, and `C`, `w` and `D` are real, with no sign imposed on `C` or `w`.

```lean
import Mathlib

open Filter Topology

namespace BetheMassSubtraction

noncomputable section

variable {ι : Type*} [Fintype ι]
```

The bound self-energy is $E_b(K)=-C\sum_m w_mJ_{D_m}(K)$.

```lean
/-- Dipole self-energy of a bound electron with photon cutoff `K`, coupling prefactor `C`,
velocity strengths `w m` and excitation energies `D m > 0`, for `K ≥ 0`. -/
def boundSelfEnergy (C : ℝ) (w D : ι → ℝ) (K : ℝ) : ℝ :=
  -C * ∑ m, w m * ∫ k in (0 : ℝ)..K, k / (k + D m)
```

For the free electron the integrand is 1, with the same total strength.

```lean
/-- Self-energy of a free electron with the same total velocity strength: there is no
excitation energy in the denominator, and the integrand is one. -/
def freeSelfEnergy (C : ℝ) (w : ι → ℝ) (K : ℝ) : ℝ :=
  -C * ∑ m, w m * ∫ _k in (0 : ℝ)..K, (1 : ℝ)
```

The shift is $S(K)=E_b(K)-E_f(K)$, where $E_f$ is the free self-energy.

```lean
/-- Bethe's level shift: the bound self-energy minus the free one, for `D m > 0` and `K ≥ 0`. -/
def betheShift (C : ℝ) (w D : ι → ℝ) (K : ℝ) : ℝ :=
  boundSelfEnergy C w D K - freeSelfEnergy C w K
```

With $A=\sum_m w_mD_m\neq0$, the mean excitation energy $K_0$ is defined by $\log K_0=A^{-1}\sum_m w_mD_m\log D_m$.

```lean
/-- Bethe's mean excitation energy, the geometric mean of the `D m > 0` with weights
`w m * D m`, defined when the total weight is nonzero. -/
def meanExcitation (w D : ι → ℝ) : ℝ :=
  Real.exp ((∑ m, w m * D m * Real.log (D m)) / ∑ m, w m * D m)
```

A real atom requires the complete spectrum, continuum included. Its excited levels can also have intermediate states with negative $D_m$, which are not covered here, and photon energies comparable with the electron's rest energy call for a relativistic treatment. For a finite-basis calculation of this nonrelativistic shift with positive $D_m$, part (i) says that once $K$ is far above every $D_m$, atomic structure enters only through $A$ and $K_0$, up to terms that vanish as $K$ grows.

## (a) The subtracted integral

For $D>0$ and $K\ge0$, show that
$$I_D(K)=D\log\frac{K+D}{D}.$$

**Solution.** The integrand is $D/(k+D)$, with antiderivative $D\log(k+D)$, since $k+D>0$ on $[0,K]$. Inserting the limits gives the result. In Lean, `hd` is the derivative, `hc` gives integrability, and the fundamental theorem of calculus finishes.

```lean
/-- For excitation energy `D > 0` and cutoff `K ≥ 0`, the mass-subtracted photon integral
is `D log((K + D)/D)`. -/
theorem integral_subtracted {D K : ℝ} (hD : 0 < D) (hK : 0 ≤ K) :
    ∫ k in (0 : ℝ)..K, (1 - k / (k + D)) = D * Real.log ((K + D) / D) := by
  have hne : ∀ k ∈ Set.uIcc 0 K, k + D ≠ 0 := by
    intro k hk
    rw [Set.uIcc_of_le hK] at hk
    have h : 0 < k + D := by linarith [hk.1]
    exact h.ne'
  have hc : ContinuousOn (fun k : ℝ => 1 - k / (k + D)) (Set.uIcc 0 K) :=
    continuousOn_const.sub
      (ContinuousOn.div (f := fun k : ℝ => k) (g := fun k : ℝ => k + D)
        (by fun_prop) (by fun_prop) hne)
  -- `D log(k + D)` is an antiderivative
  have hd : ∀ k ∈ Set.uIcc 0 K,
      HasDerivAt (fun y : ℝ => D * Real.log (y + D)) (1 - k / (k + D)) k := by
    intro k hk
    have h := (((hasDerivAt_id' k).add_const D).log (hne k hk)).const_mul D
    refine h.congr_deriv ?_
    have e : k / (k + D) = 1 - D / (k + D) := by
      rw [eq_sub_iff_add_eq, ← add_div, div_self (hne k hk)]
    rw [e]
    ring
  rw [intervalIntegral.integral_eq_sub_of_hasDerivAt hd hc.intervalIntegrable,
    Real.log_div (by positivity) hD.ne', zero_add]
  ring
```

## (b) The integral before subtraction

Under the same conditions, show that
$$J_D(K)=K-D\log\frac{K+D}{D}.$$

**Solution.** By linearity $I_D(K)=K-J_D(K)$; insert (a) and solve for $J_D$. Lean splits the integral with `integral_sub` in the same way.

```lean
/-- For `D > 0` and `K ≥ 0`, the photon integral before subtraction is the cutoff `K`
minus `D log((K + D)/D)`. -/
theorem integral_unsubtracted {D K : ℝ} (hD : 0 < D) (hK : 0 ≤ K) :
    ∫ k in (0 : ℝ)..K, k / (k + D) = K - D * Real.log ((K + D) / D) := by
  have hc : ContinuousOn (fun k : ℝ => k / (k + D)) (Set.uIcc 0 K) := by
    refine ContinuousOn.div (f := fun k : ℝ => k) (g := fun k : ℝ => k + D)
      (by fun_prop) (by fun_prop) ?_
    intro k hk
    rw [Set.uIcc_of_le hK] at hk
    have h : 0 < k + D := by linarith [hk.1]
    exact h.ne'
  have h := integral_subtracted hD hK
  rw [intervalIntegral.integral_sub (continuous_const.intervalIntegrable _ _)
    hc.intervalIntegrable, intervalIntegral.integral_const] at h
  simp only [sub_zero, smul_eq_mul, mul_one] at h
  linarith
```

## (c) A bound on the cutoff error

For $D,K>0$, show that
$$0\le I_D(K)-D\log\frac KD\le\frac{D^2}{K}.$$

**Solution.** By (a) the difference is $D\log(1+D/K)$, which is the equation `e`. Now use $0\le\log(1+x)\le x$ with $x=D/K$.

```lean
/-- For `D > 0` and `K > 0`, the subtracted integral exceeds `D log(K/D)` by at least zero
and at most `D²/K`. -/
theorem cutoff_error {D K : ℝ} (hD : 0 < D) (hK : 0 < K) :
    0 ≤ (∫ k in (0 : ℝ)..K, (1 - k / (k + D))) - D * Real.log (K / D) ∧
    (∫ k in (0 : ℝ)..K, (1 - k / (k + D))) - D * Real.log (K / D) ≤ D ^ 2 / K := by
  have hs : 0 < K + D := by linarith
  -- the difference is `D log(1 + D/K)`
  have e : (∫ k in (0 : ℝ)..K, (1 - k / (k + D))) - D * Real.log (K / D)
      = D * Real.log ((K + D) / K) := by
    rw [integral_subtracted hD hK.le, Real.log_div hs.ne' hD.ne',
      Real.log_div hK.ne' hD.ne', Real.log_div hs.ne' hK.ne']
    ring
  rw [e]
  constructor
  · exact mul_nonneg hD.le (Real.log_nonneg (by rw [le_div_iff₀ hK]; linarith))
  · calc D * Real.log ((K + D) / K) ≤ D * ((K + D) / K - 1) :=
          mul_le_mul_of_nonneg_left (Real.log_le_sub_one_of_pos (div_pos hs hK)) hD.le
      _ = D ^ 2 / K := by
          rw [add_div, div_self hK.ne']
          ring
```

## (d) The error vanishes

For $D>0$, show that
$$I_D(K)-D\log\frac KD\to0\qquad(K\to\infty).$$

**Solution.** Both bounds in (c) tend to zero, so the difference is squeezed. `Tendsto` with `atTop` expresses the limit $K\to\infty$.

```lean
/-- For `D > 0`, the difference between the subtracted integral and `D log(K/D)` vanishes
as the cutoff goes to infinity. -/
theorem tendsto_cutoff_error {D : ℝ} (hD : 0 < D) :
    Tendsto (fun K : ℝ => (∫ k in (0 : ℝ)..K, (1 - k / (k + D))) - D * Real.log (K / D))
      atTop (𝓝 0) := by
  have h : Tendsto (fun K : ℝ => D ^ 2 / K) atTop (𝓝 0) :=
    tendsto_const_nhds.div_atTop tendsto_id
  refine squeeze_zero' ?_ ?_ h
  · filter_upwards [eventually_gt_atTop 0] with K hK using (cutoff_error hD hK).1
  · filter_upwards [eventually_gt_atTop 0] with K hK using (cutoff_error hD hK).2
```

## (e) Growth for one state

For $D>0$, show that $I_D(K)/\log K\to D$.

**Solution.** For $K>1$,
$$\frac{I_D(K)}{\log K}=\frac{I_D(K)-D\log(K/D)}{\log K}+D-\frac{D\log D}{\log K}.$$
The first and last terms vanish in the limit; these are `h1` and `h2`. The energy unit used inside $\log K$ does not affect the rate.

```lean
/-- For `D > 0`, the subtracted integral divided by `log K` tends to `D`. -/
theorem subtracted_rate {D : ℝ} (hD : 0 < D) :
    Tendsto (fun K : ℝ => (∫ k in (0 : ℝ)..K, (1 - k / (k + D))) / Real.log K)
      atTop (𝓝 D) := by
  have h1 := (tendsto_cutoff_error hD).div_atTop Real.tendsto_log_atTop
  have h2 : Tendsto (fun K : ℝ => D * Real.log D / Real.log K) atTop (𝓝 0) :=
    tendsto_const_nhds.div_atTop Real.tendsto_log_atTop
  have h3 := (h1.add_const D).sub h2
  rw [zero_add, sub_zero] at h3
  refine h3.congr' ?_
  filter_upwards [eventually_gt_atTop 1] with K hK
  have hc : D * Real.log K / Real.log K = D := mul_div_cancel_right₀ D (Real.log_pos hK).ne'
  rw [Real.log_div (by linarith) hD.ne']
  linear_combination -hc
```

## (f) Linear growth before subtraction

With all $D_m>0$, show that
$$\frac{E_b(K)}{K}\to-C\sum_m w_m.$$

**Solution.** For each state and $K>1$,
$$\frac{J_{D_m}(K)}K=1-\frac{I_{D_m}(K)}{\log K}\,\frac{\log K}{K}\to1,$$
by (e) and $\log K/K\to0$. This is `ht`. A finite sum of limits gives the claim.

```lean
/-- For positive excitation energies, the bound self-energy divided by the cutoff tends to
`-C ∑ w m`. -/
theorem boundSelfEnergy_linear (C : ℝ) (w : ι → ℝ) {D : ι → ℝ} (hD : ∀ m, 0 < D m) :
    Tendsto (fun K => boundSelfEnergy C w D K / K) atTop (𝓝 (-C * ∑ m, w m)) := by
  have hlog : Tendsto (fun K : ℝ => Real.log K / K) atTop (𝓝 0) :=
    Real.isLittleO_log_id_atTop.tendsto_div_nhds_zero
  -- each photon integral grows like the cutoff
  have ht : ∀ m, Tendsto (fun K : ℝ => (∫ k in (0 : ℝ)..K, k / (k + D m)) / K)
      atTop (𝓝 1) := by
    intro m
    have h := ((subtracted_rate (hD m)).mul hlog).const_sub 1
    rw [mul_zero, sub_zero] at h
    refine h.congr' ?_
    filter_upwards [eventually_gt_atTop 1] with K hK
    have hK0 : 0 < K := by linarith
    have hl : Real.log K ≠ 0 := (Real.log_pos hK).ne'
    have e : ∀ L : ℝ, 1 - L / Real.log K * (Real.log K / K) = (K - L) / K := by
      intro L
      field_simp
    rw [integral_subtracted (hD m) hK0.le, integral_unsubtracted (hD m) hK0.le]
    exact e _
  have h := (tendsto_finsetSum Finset.univ
    fun m _ => (ht m).const_mul (w m)).const_mul (-C)
  simp only [mul_one] at h
  refine h.congr fun K => ?_
  unfold boundSelfEnergy
  rw [mul_div_assoc, Finset.sum_div]
  simp only [mul_div_assoc]
```

## (g) The shift at finite cutoff

With all $D_m>0$ and $K\ge0$, show that
$$S(K)=C\sum_m w_mD_m\log\frac{K+D_m}{D_m}.$$

**Solution.** The definitions give $S(K)=C\sum_m w_m\bigl(K-J_{D_m}(K)\bigr)$. Insert (b) term by term, as `hs` does.

```lean
/-- For positive excitation energies and `K ≥ 0`, Bethe's shift is the sum of
`C w D log((K + D)/D)` over the intermediate states. -/
theorem betheShift_eq (C : ℝ) (w : ι → ℝ) {D : ι → ℝ} (hD : ∀ m, 0 < D m)
    {K : ℝ} (hK : 0 ≤ K) :
    betheShift C w D K = C * ∑ m, w m * (D m * Real.log ((K + D m) / D m)) := by
  have hs : ∑ m, w m * (D m * Real.log ((K + D m) / D m))
      = ∑ m, w m * (∫ _k in (0 : ℝ)..K, (1 : ℝ))
        - ∑ m, w m * ∫ k in (0 : ℝ)..K, k / (k + D m) := by
    rw [← Finset.sum_sub_distrib]
    refine Finset.sum_congr rfl fun m _ => ?_
    rw [integral_unsubtracted (hD m) hK, intervalIntegral.integral_const, smul_eq_mul]
    ring
  unfold betheShift boundSelfEnergy freeSelfEnergy
  rw [hs]
  ring
```

## (h) Logarithmic growth after subtraction

With all $D_m>0$, show that
$$\frac{S(K)}{\log K}\to C\sum_m w_mD_m.$$

**Solution.** By (a) and (g), $S(K)=C\sum_m w_mI_{D_m}(K)$. Divide by $\log K$ and apply (e) to each term.

```lean
/-- For positive excitation energies, Bethe's shift divided by `log K` tends to `C ∑ w m D m`. -/
theorem betheShift_logarithmic (C : ℝ) (w : ι → ℝ) {D : ι → ℝ} (hD : ∀ m, 0 < D m) :
    Tendsto (fun K => betheShift C w D K / Real.log K) atTop
      (𝓝 (C * ∑ m, w m * D m)) := by
  have h := (tendsto_finsetSum Finset.univ
    fun m _ => (subtracted_rate (hD m)).const_mul (w m)).const_mul C
  refine h.congr' ?_
  filter_upwards [eventually_gt_atTop 0] with K hK
  have hI := fun m => integral_subtracted (hD m) hK.le
  rw [betheShift_eq C w hD hK.le]
  simp only [hI, mul_div_assoc, Finset.sum_div]
```

## (i) One logarithm for the whole level

With all $D_m>0$ and $A\ne0$, show that
$$S(K)-C A\log\frac K{K_0}\to0.$$

**Solution.** The definition of $K_0$ gives, for $K>0$,
$$A\log\frac K{K_0}=A\log K-\sum_m w_mD_m\log D_m=\sum_m w_mD_m\log\frac K{D_m},$$
which is `hlog`. The difference is therefore $C\sum_m w_m\bigl[I_{D_m}(K)-D_m\log(K/D_m)\bigr]$, and each bracket vanishes by (d).

For a single state with $w\ne0$, $K_0=D$, and the statement reduces to (d) multiplied by $Cw$.

```lean
/-- For positive excitation energies with `∑ w m D m ≠ 0`, Bethe's shift differs from
`C (∑ w m D m) log(K/K₀)`, with `K₀` the mean excitation energy, by a term that vanishes
as the cutoff `K` goes to infinity. -/
theorem betheShift_asymptotic (C : ℝ) (w : ι → ℝ) {D : ι → ℝ} (hD : ∀ m, 0 < D m)
    (hS : ∑ m, w m * D m ≠ 0) :
    Tendsto (fun K => betheShift C w D K
      - C * (∑ m, w m * D m) * Real.log (K / meanExcitation w D)) atTop (𝓝 0) := by
  have h := (tendsto_finsetSum Finset.univ
    fun m _ => (tendsto_cutoff_error (hD m)).const_mul (w m)).const_mul C
  simp only [mul_zero, Finset.sum_const_zero] at h
  refine h.congr' ?_
  filter_upwards [eventually_gt_atTop 0] with K hK
  -- the mean excitation energy collects the separate logarithms into one
  have hlog : (∑ m, w m * D m) * Real.log (K / meanExcitation w D)
      = ∑ m, w m * (D m * Real.log (K / D m)) := by
    unfold meanExcitation
    rw [Real.log_div hK.ne' (Real.exp_pos _).ne', Real.log_exp, mul_sub,
      ← mul_div_assoc, mul_div_cancel_left₀ _ hS, Finset.sum_mul, ← Finset.sum_sub_distrib]
    refine Finset.sum_congr rfl fun m _ => ?_
    rw [Real.log_div hK.ne' (hD m).ne']
    ring
  rw [betheShift_eq C w hD hK.le, mul_assoc C, hlog, ← mul_sub, ← Finset.sum_sub_distrib]
  congr 1
  refine Finset.sum_congr rfl fun m _ => ?_
  rw [integral_subtracted (hD m) hK.le]
  ring

end

end BetheMassSubtraction
```

```lean
#print axioms BetheMassSubtraction.boundSelfEnergy_linear
-- 'BetheMassSubtraction.boundSelfEnergy_linear' depends on axioms: [propext, Classical.choice, Quot.sound]
#print axioms BetheMassSubtraction.betheShift_logarithmic
-- 'BetheMassSubtraction.betheShift_logarithmic' depends on axioms: [propext, Classical.choice, Quot.sound]
#print axioms BetheMassSubtraction.betheShift_asymptotic
-- 'BetheMassSubtraction.betheShift_asymptotic' depends on axioms: [propext, Classical.choice, Quot.sound]
```
